# Velocity Verlet blue-shifts a harmonic oscillator at every time step below the stability limit

Apply velocity Verlet with time step $h>0$ to the oscillator $\ddot q=-w^2q$, where $w>0$ is the angular frequency. Below the stability limit $hw=2$, the computed positions and momenta oscillate harmonically, but at the frequency

$$\Omega=\frac{t}{h},\qquad t=2\arcsin\frac{hw}{2},$$

and this is always larger than $w$. The angle satisfies $\cos t=1-h^2w^2/2$ and $t>hw$, and $\Omega\to w$ as $h$ decreases to $0$.

## A spring driven by kicks and drifts

Take unit mass, position $q$ and momentum $p$. A kick of duration $\tau$ changes the momentum by $-\tau w^2q$ at fixed position; a drift of duration $\tau$ changes the position by $\tau p$ at fixed momentum. One velocity Verlet step is a kick of duration $h/2$, a drift of duration $h$ and another kick of duration $h/2$.

The exact motion advances its phase by $hw$ in a time $h$. The numerical motion advances by $t$, which is more. In a molecular dynamics spectrum, a vibration that behaves as a single harmonic oscillator therefore appears at too high a frequency, provided that the trajectory is sampled often enough to avoid aliasing. The shift tends to zero with the time step.

## What the theorems say

In Lean, a phase-space point is a pair in `ℝ × ℝ`, and `verletStep h w` is the composition of `kick` and `drift` just described. The angle $t$ is `angle h w`, the frequency $\Omega$ is `numFreq h w`, and `squeeze h w` is the factor

$$s=\sqrt{1-(hw/2)^2}.$$

The theorem `verlet_orbit` ties these definitions to the integrator. For $h,w>0$ and $hw<2$, every starting point $(q,p)$ and every number of steps $n$, the point after $n$ steps is

$$q_n=q\cos(\Omega nh)+\frac{p}{ws}\sin(\Omega nh),\qquad
p_n=p\cos(\Omega nh)-ws\,q\sin(\Omega nh).$$

Samples at spacing $h$ fix a phase advance only up to multiples of $2\pi$; the arcsine selects the value with $0<t<\pi$.

The theorem `verlet_blue_shift` assumes $w>0$. Its first part gives the cosine formula, $hw<t$ and $w<\Omega$ for every $h>0$ with $hw<2$. Its second part is the limit $\Omega\to w$, where `𝓝[>] 0` means that $h$ approaches zero through positive values.

Two further theorems bound the shift: $\Omega<\frac{\pi}{2}w$ for $h,w>0$ and $hw<2$, and $\Omega=\frac{\pi}{2}w$ at $hw=2$. The second concerns the formula for $\Omega$ only, since the orbit theorem stops short of $hw=2$, where $s=0$.

The model is one harmonic degree of freedom. Anharmonic forces and thermostats are not treated, and the limit comes without a rate of convergence.

## One step is a rotation

The first half kick gives $p'=p-\frac h2w^2q$. The drift then gives

$$q_1=q+hp'=\left(1-\frac{h^2w^2}{2}\right)q+hp,$$

and the second half kick gives

$$p_1=p'-\frac h2w^2q_1=\left(1-\frac{h^2w^2}{2}\right)p-hw^2\left(1-\frac{h^2w^2}{4}\right)q.$$

Put $y=\arcsin(hw/2)$, so that $t=2y$, $\sin y=hw/2$ and $\cos y=s$. The double-angle formulas yield

$$\cos t=2s^2-1=1-\frac{h^2w^2}{2},\qquad \sin t=2\sin y\cos y=hws.$$

Since $hw<2$, we have $s>0$ and can write $p=wsa$, which defines $a$. With $s^2=1-h^2w^2/4$, the step becomes

$$q_1=q\cos t+a\sin t,\qquad a_1=a\cos t-q\sin t.$$

This is a rotation of $(q,a)$ by the angle $t$. Suppose that after $m$ steps

$$q_m=q\cos mt+a\sin mt,\qquad a_m=a\cos mt-q\sin mt,$$

which is true for $m=0$. One more step and the addition theorems give

$$\begin{aligned}
q_{m+1}&=q_m\cos t+a_m\sin t=q\cos(m+1)t+a\sin(m+1)t,\\
a_{m+1}&=a_m\cos t-q_m\sin t=a\cos(m+1)t-q\sin(m+1)t.
\end{aligned}$$

After $n$ steps the phase is $nt=\Omega nh$. Putting back $a=p/(ws)$ and $p_n=wsa_n$ gives the stated orbit.

## The size of the shift

For $0<hw<2$ the angle $y$ is positive, so $\sin y<y$. This reads $hw/2<t/2$, hence $t>hw$, and division by $h>0$ gives $\Omega>w$.

For the limit, regard $t$ as a function of $h$. It vanishes at $h=0$, and the chain rule gives its derivative there as $2\cdot1\cdot\frac w2=w$. Therefore

$$\Omega=\frac{t(h)-t(0)}{h}\to w.$$

The upper bound comes from Jordan's inequality, $\frac2\pi y<\sin y$ for $0<y<\frac\pi2$. It gives $t/\pi<hw/2$, hence $\Omega<\frac\pi2w$. At $hw=2$ we have $y=\pi/2$ and $t=\pi$, so $\Omega=\pi/h=\frac\pi2w$. No smaller constant would therefore serve on the range $0<hw\le2$.

## Six steps to a period

Take $w=1$ and $h=1$. Then $\cos t=\frac12$, so $t=\pi/3\approx1.047$ and $\Omega\approx1.047$, a blue shift of about 4.7 %. Starting from $(q,p)=(1,0)$, three steps give

$$(1,0)\to\left(\tfrac12,-\tfrac34\right)\to\left(-\tfrac12,-\tfrac34\right)\to(-1,0).$$

By symmetry, three more steps lead back to $(1,0)$. The numerical period is 6, while the exact one is $2\pi\approx6.283$. With $h=0.1$ the frequency is $\Omega\approx1.0004$.

## The Lean file

```lean
import Mathlib

open Filter
open scoped Real Topology

namespace VerletBlueShift

noncomputable section

/-- Kick of duration `τ`: the harmonic force `-w² q` changes the momentum of a unit mass
at fixed position. Phase-space points are pairs `(q, p)`. -/
def kick (τ w : ℝ) (x : ℝ × ℝ) : ℝ × ℝ := (x.1, x.2 - τ * w ^ 2 * x.1)

/-- Drift of duration `τ`: free flight of a unit mass at fixed momentum. -/
def drift (τ : ℝ) (x : ℝ × ℝ) : ℝ × ℝ := (x.1 + τ * x.2, x.2)

/-- One velocity Verlet step of size `h` for the oscillator of frequency `w`:
half kick, drift, half kick. -/
def verletStep (h w : ℝ) (x : ℝ × ℝ) : ℝ × ℝ :=
  kick (h / 2) w (drift h (kick (h / 2) w x))

/-- The angle `t = 2 arcsin (h w / 2)`, for `|h w| ≤ 2`. When `h, w > 0` and `h w < 2` it is the
rotation angle of one Verlet step, in suitably scaled coordinates. -/
def angle (h w : ℝ) : ℝ := 2 * Real.arcsin (h * w / 2)

/-- The numerical frequency: rotation angle per step divided by the time step `h ≠ 0`. -/
def numFreq (h w : ℝ) : ℝ := angle h w / h

/-- The factor `s = √(1 - (h w / 2)²)`, for `|h w| ≤ 2`. -/
def squeeze (h w : ℝ) : ℝ := Real.sqrt (1 - (h * w / 2) ^ 2)

/-- For `|h w| ≤ 2` the angle `t = angle h w` satisfies `cos t = 1 - h² w² / 2`. -/
theorem cos_angle {h w : ℝ} (hw : |h * w| ≤ 2) :
    Real.cos (angle h w) = 1 - h ^ 2 * w ^ 2 / 2 := by
  obtain ⟨h1, h2⟩ := abs_le.1 hw
  have hpos : 0 ≤ 1 - (h * w / 2) ^ 2 := by
    nlinarith [mul_nonneg (sub_nonneg.2 h1) (sub_nonneg.2 h2)]
  rw [angle, Real.cos_two_mul, Real.cos_arcsin, Real.sq_sqrt hpos]
  ring

/-- For `|h w| ≤ 2` the angle `t = angle h w` satisfies `sin t = h w s`, where `s = squeeze h w`. -/
theorem sin_angle {h w : ℝ} (hw : |h * w| ≤ 2) :
    Real.sin (angle h w) = h * w * squeeze h w := by
  obtain ⟨h1, h2⟩ := abs_le.1 hw
  rw [angle, Real.sin_two_mul, Real.sin_arcsin (by linarith) (by linarith),
    Real.cos_arcsin, squeeze]
  ring

/-- For `h, w > 0` and `h w < 2`, the Verlet orbit after `n` steps is a harmonic oscillation
at the numerical frequency, read off at the time `n h`. -/
theorem verlet_orbit {h w : ℝ} (h0 : 0 < h) (w0 : 0 < w) (h2 : h * w < 2)
    (q p : ℝ) (n : ℕ) :
    (verletStep h w)^[n] (q, p) =
      (q * Real.cos (numFreq h w * (n * h))
          + p / (w * squeeze h w) * Real.sin (numFreq h w * (n * h)),
        p * Real.cos (numFreq h w * (n * h))
          - w * squeeze h w * q * Real.sin (numFreq h w * (n * h))) := by
  have hx : 0 < h * w := mul_pos h0 w0
  have habs : |h * w| ≤ 2 := by rw [abs_of_pos hx]; exact h2.le
  have hpos : 0 < 1 - (h * w / 2) ^ 2 := by
    nlinarith [mul_pos (sub_pos.2 h2) (by linarith : 0 < 2 + h * w)]
  have hs : 0 < squeeze h w := Real.sqrt_pos.2 hpos
  have hs2 : squeeze h w ^ 2 = 1 - (h * w / 2) ^ 2 := Real.sq_sqrt hpos.le
  -- `a` is the amplitude of the sine part of the position
  obtain ⟨a, ha⟩ : ∃ a, a = p / (w * squeeze h w) := ⟨_, rfl⟩
  have hp : p = w * squeeze h w * a := by
    rw [ha, mul_div_cancel₀ _ (mul_pos w0 hs).ne']
  -- each step advances the phase by the rotation angle
  have key : ∀ m : ℕ, (verletStep h w)^[m] (q, p) =
      (q * Real.cos (m * angle h w) + a * Real.sin (m * angle h w),
        w * squeeze h w *
          (a * Real.cos (m * angle h w) - q * Real.sin (m * angle h w))) := by
    intro m
    induction m with
    | zero =>
      simp only [Function.iterate_zero, id_eq, Prod.mk.injEq]
      constructor
      · simp
      · simpa using hp
    | succ m ih =>
      have e : ((m + 1 : ℕ) : ℝ) * angle h w = m * angle h w + angle h w := by
        push_cast
        ring
      rw [Function.iterate_succ_apply', ih, e, Real.cos_add, Real.sin_add,
        cos_angle habs, sin_angle habs]
      simp only [verletStep, kick, drift, Prod.mk.injEq]
      constructor
      · ring
      · linear_combination (h * w ^ 2 * (q * Real.cos (m * angle h w)
          + a * Real.sin (m * angle h w))) * hs2
  have hphase : numFreq h w * (n * h) = n * angle h w := by
    have : numFreq h w * h = angle h w := div_mul_cancel₀ _ h0.ne'
    linear_combination (n : ℝ) * this
  rw [key n, hphase, ← ha, Prod.mk.injEq]
  constructor
  · rfl
  · linear_combination (-Real.cos (n * angle h w)) * hp

/-- For `0 < h w < 2` the Verlet rotation angle exceeds the exact phase advance `h w`. -/
theorem lt_angle {h w : ℝ} (h0 : 0 < h * w) (h2 : h * w < 2) : h * w < angle h w := by
  have hy : 0 < Real.arcsin (h * w / 2) := Real.arcsin_pos.2 (by linarith)
  have hlt := Real.sin_lt hy
  rw [Real.sin_arcsin (by linarith) (by linarith)] at hlt
  rw [angle]
  linarith

/-- The numerical frequency tends to `w` as the time step decreases to zero. -/
theorem tendsto_numFreq (w : ℝ) :
    Tendsto (fun h => numFreq h w) (𝓝[>] 0) (𝓝 w) := by
  -- the limit is the derivative of the rotation angle at zero time step
  have hin : HasDerivAt (fun h : ℝ => h * w / 2) (w / 2) 0 := by
    simpa using ((hasDerivAt_id' (0 : ℝ)).mul_const w).div_const 2
  have ho : HasDerivAt Real.arcsin 1 ((0 : ℝ) * w / 2) := by
    have := Real.hasDerivAt_arcsin (x := 0) (by norm_num) (by norm_num)
    simpa using this
  have hc : HasDerivAt (Real.arcsin ∘ fun h : ℝ => h * w / 2) (1 * (w / 2)) 0 :=
    HasDerivAt.comp (0 : ℝ) ho hin
  have hd : HasDerivAt (fun h => angle h w) w 0 :=
    (hc.const_mul 2).congr_deriv (by ring)
  refine hd.tendsto_slope_zero_right.congr (fun h => ?_)
  simp [numFreq, angle, div_eq_inv_mul]

/-- Blue shift of the Verlet oscillator with `w > 0`: for `h > 0` and `h w < 2` the rotation
angle has cosine `1 - h² w² / 2` and exceeds `h w`, and the numerical frequency exceeds `w`;
as `h` decreases to zero the numerical frequency tends to `w`. -/
theorem verlet_blue_shift {w : ℝ} (w0 : 0 < w) :
    (∀ h : ℝ, 0 < h → h * w < 2 →
      Real.cos (angle h w) = 1 - h ^ 2 * w ^ 2 / 2 ∧ h * w < angle h w ∧
        w < numFreq h w) ∧
    Tendsto (fun h => numFreq h w) (𝓝[>] 0) (𝓝 w) := by
  refine ⟨fun h h0 h2 => ?_, tendsto_numFreq w⟩
  have hx : 0 < h * w := mul_pos h0 w0
  have hlt := lt_angle hx h2
  refine ⟨cos_angle (by rw [abs_of_pos hx]; exact h2.le), hlt, ?_⟩
  rw [numFreq, lt_div_iff₀ h0]
  linarith

/-- For `h, w > 0` and `h w < 2` the numerical frequency stays below `(π / 2) w`. -/
theorem numFreq_lt {h w : ℝ} (h0 : 0 < h) (w0 : 0 < w) (h2 : h * w < 2) :
    numFreq h w < π / 2 * w := by
  have hx : 0 < h * w := mul_pos h0 w0
  -- Jordan's inequality at half the rotation angle
  have hj := Real.mul_lt_sin (Real.arcsin_pos.2 (by linarith : 0 < h * w / 2))
    (Real.arcsin_lt_pi_div_two.2 (by linarith))
  rw [Real.sin_arcsin (by linarith) (by linarith), div_mul_eq_mul_div,
    div_lt_iff₀ Real.pi_pos] at hj
  rw [numFreq, div_lt_iff₀ h0, angle]
  linarith

/-- At `h w = 2` the formula that defines `numFreq h w` gives the value `(π / 2) w`. -/
theorem numFreq_stability_limit {h w : ℝ} (hw : h * w = 2) :
    numFreq h w = π / 2 * w := by
  have h0 : h ≠ 0 := by
    rintro rfl
    norm_num at hw
  have ht : angle h w = π := by
    rw [angle, hw, div_self (two_ne_zero : (2 : ℝ) ≠ 0), Real.arcsin_one]
    ring
  rw [numFreq, div_eq_iff h0, ht]
  linear_combination (-(π / 2)) * hw

end

end VerletBlueShift
```

```lean
#print axioms VerletBlueShift.verlet_orbit
#print axioms VerletBlueShift.verlet_blue_shift
#print axioms VerletBlueShift.numFreq_lt
#print axioms VerletBlueShift.numFreq_stability_limit
```

```
'VerletBlueShift.verlet_orbit' depends on axioms: [propext, Classical.choice, Quot.sound]
'VerletBlueShift.verlet_blue_shift' depends on axioms: [propext, Classical.choice, Quot.sound]
'VerletBlueShift.numFreq_lt' depends on axioms: [propext, Classical.choice, Quot.sound]
'VerletBlueShift.numFreq_stability_limit' depends on axioms: [propext, Classical.choice, Quot.sound]
```

## From the double angle to the orbit

`cos_angle` and `sin_angle` are the two double-angle computations. Both hold for $|hw|\le2$, where $hw/2$ lies in the domain of the arcsine. In the first, `nlinarith` shows that $1-(hw/2)^2$ is non-negative by multiplying the two non-negative numbers $2-hw$ and $2+hw$; the square root can then be squared away.

In `verlet_orbit`, the amplitude `a` is the $a$ of the derivation, and `hp` records $p=wsa$. The statement `key` is the induction over $m$. Its successor case applies one more step to the induction hypothesis, expands with `Real.cos_add` and `Real.sin_add`, and inserts the values of $\cos t$ and $\sin t$. The position component is then an identity that `ring` closes. The momentum component also needs $s^2=1-(hw/2)^2$, which `linear_combination` supplies through `hs2`. Finally, `hphase` rewrites the phase $\Omega nh$ in the goal as $nt$, the form used in `key`.

## From sine inequalities to the frequency bounds

`lt_angle` applies `Real.sin_lt`, the inequality $\sin y<y$, at the arcsine and simplifies the left side to $hw/2$.

`tendsto_numFreq` builds the derivative of the angle at $h=0$ from that of the inner function $hw/2$ (`hin`) and that of the arcsine at zero (`ho`). The lemma `tendsto_slope_zero_right` turns this derivative into a one-sided limit of difference quotients, and the last line identifies those quotients with $\Omega$.

`verlet_blue_shift` assembles the cosine formula, the angle inequality and the limit; the only new step is the division of $hw<t$ by $h$. `numFreq_lt` uses Jordan's inequality in the form `Real.mul_lt_sin`, with $y$ strictly between $0$ and $\pi/2$ because $0<hw<2$. `numFreq_stability_limit` evaluates the arcsine at $1$ and uses $hw=2$ to express $\pi/h$ in terms of $w$.
